# Ramsey's Shielding Formula for a Non-degenerate State in a Finite Basis

A nucleus in a magnetic field feels a field altered by the electrons around it. For a field \(B\) and a nuclear moment \(m\) along fixed axes, the electronic energy \(E(B,m)\) contains a term \(\sigma Bm\), where \(\sigma\) is a component of the shielding. How does \(\sigma=\partial_B\partial_mE\) at zero follow from the field-free states?

Operators here are complex matrices over a finite index type `n`, and derivatives are taken entry by entry.

```lean
import Mathlib

open Matrix Filter Topology

namespace RamseyShielding

noncomputable section

variable {n : Type*} [Fintype n]
```

The expectation value is \(\langle v,Av\rangle=\sum_{ij}v_i^*A_{ij}v_j\); `star` supplies the conjugation.

```lean
/-- The expectation value of the operator `A` in the state `v`. -/
def expect (A : Matrix n n ℂ) (v : n → ℂ) : ℂ := star v ⬝ᵥ A *ᵥ v
```

## The energy derivative

Differentiating \((Av)_i=\sum_jA_{ij}v_j\) gives \((A'v)_i+(Av')_i\).

```lean
/-- Product rule for an operator acting on a state, component by component. -/
theorem hasDerivAt_mulVec {A : ℝ → Matrix n n ℂ} {A' : Matrix n n ℂ}
    {v : ℝ → n → ℂ} {v' : n → ℂ} {t : ℝ}
    (hA : ∀ i j, HasDerivAt (fun s => A s i j) (A' i j) t)
    (hv : ∀ i, HasDerivAt (fun s => v s i) (v' i) t) (i : n) :
    HasDerivAt (fun s => (A s *ᵥ v s) i) ((A' *ᵥ v t) i + (A t *ᵥ v') i) t := by
  have h : HasDerivAt (fun s => ∑ j, A s i j * v s j)
      (∑ j, (A' i j * v t j + A t i j * v' j)) t :=
    HasDerivAt.fun_sum fun j _ => (hA i j).fun_mul (hv j)
  refine h.congr_deriv ?_
  simp only [Matrix.mulVec, dotProduct, Finset.sum_add_distrib]
```

A second product rule gives
\[\langle v,Av\rangle'=\langle v',Av\rangle+\langle v,A'v\rangle+\langle v,Av'\rangle .\]

```lean
/-- The derivative of an expectation value has one term from the operator and two from
the state. -/
theorem hasDerivAt_expect {A : ℝ → Matrix n n ℂ} {A' : Matrix n n ℂ}
    {v : ℝ → n → ℂ} {v' : n → ℂ} {t : ℝ}
    (hA : ∀ i j, HasDerivAt (fun s => A s i j) (A' i j) t)
    (hv : ∀ i, HasDerivAt (fun s => v s i) (v' i) t) :
    HasDerivAt (fun s => expect (A s) (v s))
      (star v' ⬝ᵥ A t *ᵥ v t + expect A' (v t) + star (v t) ⬝ᵥ A t *ᵥ v') t := by
  have h : HasDerivAt (fun s => ∑ i, star (v s i) * (A s *ᵥ v s) i)
      (∑ i, (star (v' i) * (A t *ᵥ v t) i +
        star (v t i) * ((A' *ᵥ v t) i + (A t *ᵥ v') i))) t :=
    HasDerivAt.fun_sum fun i _ => (hv i).star.fun_mul (hasDerivAt_mulVec hA hv i)
  refine h.congr_deriv ?_
  simp only [expect, dotProduct, Pi.star_apply, mul_add, Finset.sum_add_distrib]
  ring
```

With \(A=1\) and \(\langle v,v\rangle=1\) near \(t\), this becomes \(\langle v',v\rangle+\langle v,v'\rangle=0\). In Lean, `unique` equates the two derivatives of the same function.

```lean
/-- For a normalised state, the overlap of the state with its derivative has zero real part. -/
theorem norm_response [DecidableEq n] {v : ℝ → n → ℂ} {v' : n → ℂ} {t : ℝ}
    (hv : ∀ i, HasDerivAt (fun s => v s i) (v' i) t)
    (hnorm : ∀ᶠ s in 𝓝 t, star (v s) ⬝ᵥ v s = 1) :
    star v' ⬝ᵥ v t + star (v t) ⬝ᵥ v' = 0 := by
  have h := hasDerivAt_expect (A := fun _ => (1 : Matrix n n ℂ)) (A' := 0)
    (fun i j => hasDerivAt_const t ((1 : Matrix n n ℂ) i j)) hv
  have he : (fun s => expect (1 : Matrix n n ℂ) (v s)) =ᶠ[𝓝 t] fun _ => (1 : ℂ) := by
    filter_upwards [hnorm] with s hs
    simpa only [expect, Matrix.one_mulVec] using hs
  have hu := h.unique ((hasDerivAt_const t (1 : ℂ)).congr_of_eventuallyEq he)
  simpa only [expect, Matrix.one_mulVec, Matrix.zero_mulVec, dotProduct_zero,
    add_zero] using hu
```

Now let \(Hv=Ev\) near \(t\), with \(E\) real. Then \(E=\langle v,Hv\rangle\) there, so \(E\) is differentiable at \(t\). Since \(H(t)\) is Hermitian, \(\langle v,Hv'\rangle=E\langle v,v'\rangle\), and
\[E'=\langle v,H'v\rangle+E\,(\langle v',v\rangle+\langle v,v'\rangle)=\langle v,H'v\rangle .\]
The final `linear_combination` removes the bracket. The hypotheses marked `∀ᶠ s in 𝓝 t` are needed only for \(s\) close to \(t\).

```lean
/-- Hellmann–Feynman theorem: the energy derivative is the expectation value of the
derivative of the Hamiltonian. -/
theorem hellmann_feynman [DecidableEq n] {H : ℝ → Matrix n n ℂ} {H' : Matrix n n ℂ}
    {v : ℝ → n → ℂ} {v' : n → ℂ} {E : ℝ → ℝ} {t : ℝ} (hH : (H t).IsHermitian)
    (hH' : ∀ i j, HasDerivAt (fun s => H s i j) (H' i j) t)
    (hv : ∀ i, HasDerivAt (fun s => v s i) (v' i) t)
    (hnorm : ∀ᶠ s in 𝓝 t, star (v s) ⬝ᵥ v s = 1)
    (heig : ∀ᶠ s in 𝓝 t, H s *ᵥ v s = (E s : ℂ) • v s) :
    HasDerivAt (fun s => (E s : ℂ)) (expect H' (v t)) t := by
  have he : (fun s => (E s : ℂ)) =ᶠ[𝓝 t] fun s => expect (H s) (v s) := by
    filter_upwards [heig, hnorm] with s h1 h2
    rw [expect, h1, dotProduct_smul, h2, smul_eq_mul, mul_one]
  have h0 := heig.self_of_nhds
  -- the Hamiltonian also acts to the left on its eigenvector
  have hl := congrArg star h0
  rw [Matrix.star_mulVec, hH.eq, star_smul, Complex.star_def, Complex.conj_ofReal] at hl
  refine ((hasDerivAt_expect hH' hv).congr_of_eventuallyEq he).congr_deriv ?_
  rw [h0, dotProduct_smul, Matrix.dotProduct_mulVec (star (v t)) (H t) v', hl,
    smul_dotProduct, smul_eq_mul, smul_eq_mul]
  linear_combination (E t : ℂ) * norm_response hv hnorm
```

Hermiticity matters. The matrix \(H(t)=\begin{pmatrix}0&1\\t&1\end{pmatrix}\) has the eigenvalue \(E=(1-\sqrt{1+4t})/2\) with eigenvector proportional to \((1,E)\). At \(t=0\), \(E'=-1\), but \(\langle v,H'v\rangle=0\).

A system that meets the hypotheses is
\[H(t)=t\begin{pmatrix}\cos2t&\sin2t\\\sin2t&-\cos2t\end{pmatrix}.\]

```lean
/-- A two-level Hamiltonian whose axis rotates with `t` and whose levels are split by `2 * |t|`. -/
def rotH (t : ℝ) : Matrix (Fin 2) (Fin 2) ℂ :=
  !![((t * (Real.cos t ^ 2 - Real.sin t ^ 2) : ℝ) : ℂ),
      ((t * (2 * Real.cos t * Real.sin t) : ℝ) : ℂ);
     ((t * (2 * Real.cos t * Real.sin t) : ℝ) : ℂ),
      ((t * (Real.sin t ^ 2 - Real.cos t ^ 2) : ℝ) : ℂ)]
```

Its eigenvector is \(v(t)=(\cos t,\sin t)\).

```lean
/-- A real two-level state rotating with `t`. -/
def rotV (t : ℝ) : Fin 2 → ℂ := ![(Real.cos t : ℂ), (Real.sin t : ℂ)]
```

Multiplying out, with \(\sin^2t+\cos^2t=1\), gives \(\langle v,v\rangle=1\) and \(Hv=tv\). This includes \(t=0\), where the two levels cross.

```lean
/-- The rotating two-level system is Hermitian and differentiable, and `rotV t` is a
differentiable normalised eigenvector with energy `t`. -/
theorem hellmann_feynman_witness (t : ℝ) :
    (rotH t).IsHermitian ∧ (∀ i j, DifferentiableAt ℝ (fun s => rotH s i j) t) ∧
    (∀ i, DifferentiableAt ℝ (fun s => rotV s i) t) ∧
    star (rotV t) ⬝ᵥ rotV t = 1 ∧ rotH t *ᵥ rotV t = (t : ℂ) • rotV t := by
  have key : ∀ f : ℝ → ℝ, DifferentiableAt ℝ f t →
      DifferentiableAt ℝ (fun s => (f s : ℂ)) t :=
    fun f h => h.hasDerivAt.ofReal_comp.differentiableAt
  have h := Complex.sin_sq_add_cos_sq (t : ℂ)
  refine ⟨?_, ?_, ?_, ?_, ?_⟩
  · ext i j
    fin_cases i <;> fin_cases j <;> exact Complex.conj_ofReal _
  · refine Fin.forall_fin_two.2 ⟨Fin.forall_fin_two.2 ⟨?_, ?_⟩,
      Fin.forall_fin_two.2 ⟨?_, ?_⟩⟩
    · exact key (fun s => s * (Real.cos s ^ 2 - Real.sin s ^ 2)) (by fun_prop)
    · exact key (fun s => s * (2 * Real.cos s * Real.sin s)) (by fun_prop)
    · exact key (fun s => s * (2 * Real.cos s * Real.sin s)) (by fun_prop)
    · exact key (fun s => s * (Real.sin s ^ 2 - Real.cos s ^ 2)) (by fun_prop)
  · exact Fin.forall_fin_two.2 ⟨key Real.cos (by fun_prop), key Real.sin (by fun_prop)⟩
  · simp only [dotProduct, Fin.sum_univ_two]
    change (starRingEnd ℂ) (Real.cos t : ℂ) * (Real.cos t : ℂ) +
      (starRingEnd ℂ) (Real.sin t : ℂ) * (Real.sin t : ℂ) = 1
    rw [Complex.conj_ofReal, Complex.conj_ofReal]
    push_cast
    linear_combination h
  · refine funext (Fin.forall_fin_two.2 ⟨?_, ?_⟩)
    · simp only [Matrix.mulVec, dotProduct, Fin.sum_univ_two]
      change ((t * (Real.cos t ^ 2 - Real.sin t ^ 2) : ℝ) : ℂ) * (Real.cos t : ℂ) +
        ((t * (2 * Real.cos t * Real.sin t) : ℝ) : ℂ) * (Real.sin t : ℂ) =
        (t : ℂ) * (Real.cos t : ℂ)
      push_cast
      linear_combination (t : ℂ) * Complex.cos t * h
    · simp only [Matrix.mulVec, dotProduct, Fin.sum_univ_two]
      change ((t * (2 * Real.cos t * Real.sin t) : ℝ) : ℂ) * (Real.cos t : ℂ) +
        ((t * (Real.sin t ^ 2 - Real.cos t ^ 2) : ℝ) : ℂ) * (Real.sin t : ℂ) =
        (t : ℂ) * (Real.sin t : ℂ)
      push_cast
      linear_combination (t : ℂ) * Complex.sin t * h
```

## The current coupling

To read off \(H'\), note that \(x+(s-t)y+(s-t)^2z\) has derivative \(y\) at \(s=t\).

```lean
/-- Derivative of a quadratic polynomial at its expansion point. -/
theorem hasDerivAt_quadratic (x y z : ℂ) (t : ℝ) :
    HasDerivAt (fun s : ℝ => x + ((s : ℂ) - t) * y + ((s : ℂ) - t) ^ 2 * z) y t := by
  have h0 : HasDerivAt (fun s : ℝ => (s : ℂ)) 1 t := by
    simpa using (hasDerivAt_id' t).ofReal_comp
  have h1 := h0.sub_const (t : ℂ)
  exact (((h1.mul_const y).const_add x).fun_add
    ((h1.fun_pow 2).mul_const z)).congr_deriv (by simp)
```

In atomic units an electron has charge \(-1\) and velocity \(P_i+ma_i\), where \(ma_i\) is the vector potential of the nuclear moment. Its current is therefore \(j_i=-(P_i+ma_i)\). An external vector potential may be included in \(P_i\).

```lean
/-- Electron current operator in atomic units, for momentum `P` and vector potential `m a`
of a nuclear moment `m`. -/
def current (P a : Fin 3 → Matrix n n ℂ) (m : ℝ) (i : Fin 3) : Matrix n n ℂ :=
  -(P i + (m : ℂ) • a i)
```

As a matrix model of one spinless electron, take \(H(m)=\tfrac12\sum_i(P_i+ma_i)^2+V\). The squares are matrix products; in a truncated basis they generally differ from the matrices of the squared operators.

```lean
/-- Minimal-coupling Hamiltonian of an electron with potential `V` and nuclear moment `m`. -/
def momentHamiltonian (P a : Fin 3 → Matrix n n ℂ) (V : Matrix n n ℂ) (m : ℝ) :
    Matrix n n ℂ :=
  (1 / 2 : ℂ) • ∑ i, (P i + (m : ℂ) • a i) * (P i + (m : ℂ) • a i) + V
```

The coupling per unit moment is \(C=-\tfrac12\sum_i(j_ia_i+a_ij_i)\), symmetrised because \(j_i\) and \(a_i\) need not commute.

```lean
/-- Symmetrised coupling of the electron current to the vector potential per unit moment. -/
def currentCoupling (P a : Fin 3 → Matrix n n ℂ) (m : ℝ) : Matrix n n ℂ :=
  -((1 / 2 : ℂ) • ∑ i, (current P a m i * a i + a i * current P a m i))
```

Expanding the square about \(m\),
\[H(s)=H(m)+(s-m)\,C+(s-m)^2\,\tfrac12\sum_ia_i^2 ,\]
so \(H'(m)=C\) and \(E'(m)=\langle v,Cv\rangle\). The tactic `module` checks the expansion.

```lean
/-- The energy derivative with respect to the nuclear moment is the expectation value of
the coupling to the electron current. -/
theorem energy_deriv_eq_current [DecidableEq n] {P a : Fin 3 → Matrix n n ℂ}
    {V : Matrix n n ℂ} {v : ℝ → n → ℂ} {v' : n → ℂ} {E : ℝ → ℝ} {m : ℝ}
    (hP : ∀ i, (P i).IsHermitian) (ha : ∀ i, (a i).IsHermitian) (hV : V.IsHermitian)
    (hv : ∀ i, HasDerivAt (fun s => v s i) (v' i) m)
    (hnorm : ∀ᶠ s in 𝓝 m, star (v s) ⬝ᵥ v s = 1)
    (heig : ∀ᶠ s in 𝓝 m, momentHamiltonian P a V s *ᵥ v s = (E s : ℂ) • v s) :
    HasDerivAt (fun s => (E s : ℂ)) (expect (currentCoupling P a m) (v m)) m := by
  have hP' : ∀ i, (P i)ᴴ = P i := fun i => hP i
  have ha' : ∀ i, (a i)ᴴ = a i := fun i => ha i
  have hm : star (m : ℂ) = m := Complex.conj_ofReal m
  have h2 : star (1 / 2 : ℂ) = 1 / 2 := by simp
  refine hellmann_feynman ?_ (fun i j => ?_) hv hnorm heig
  · simp only [Matrix.IsHermitian, momentHamiltonian, Fin.sum_univ_three,
      Matrix.conjTranspose_add, Matrix.conjTranspose_smul, Matrix.conjTranspose_mul,
      hP', ha', hV.eq, hm, h2]
  · -- expand the Hamiltonian about the moment `m`
    have hx (s : ℝ) : momentHamiltonian P a V s = momentHamiltonian P a V m +
        ((s : ℂ) - m) • currentCoupling P a m +
        ((s : ℂ) - m) ^ 2 • ((1 / 2 : ℂ) • ∑ k, a k * a k) := by
      simp only [momentHamiltonian, currentCoupling, current, Fin.sum_univ_three,
        add_mul, mul_add, neg_mul, mul_neg, smul_mul_assoc, mul_smul_comm]
      module
    refine (hasDerivAt_quadratic (momentHamiltonian P a V m i j) _
      (((1 / 2 : ℂ) • ∑ k, a k * a k) i j) m).congr_of_eventuallyEq
      (Eventually.of_forall fun s => ?_)
    exact congrFun (congrFun (hx s) i) j
```

## Response to the field

In the field-free eigenbasis, with energies \(\varepsilon_k\), write
\[H(B,m)=\varepsilon+BZ+mL+BmD+B^2Q+m^2R .\]
In Ramsey's non-relativistic formula, \(Z\) and \(L\) couple the field and the nuclear moment to the orbital motion of the electrons, and \(D\) comes from the product of the two vector potentials. Here the matrices are taken as given; they are not derived from the preceding Hamiltonian.

```lean
variable [DecidableEq n]

/-- Hamiltonian in a field `B` and a nuclear moment `m`, written in the field-free eigenbasis
with energies `ε`; `Z`, `L` are the linear, `D` the mixed and `Q`, `R` the quadratic terms. -/
def fieldHamiltonian (ε : n → ℝ) (Z L D Q R : Matrix n n ℂ) (B m : ℝ) : Matrix n n ℂ :=
  diagonal (fun k => (ε k : ℂ)) + (B : ℂ) • Z + (m : ℂ) • L + ((B : ℂ) * m) • D +
    (B : ℂ) ^ 2 • Q + (m : ℂ) ^ 2 • R
```

At \(m=0\) only \(\varepsilon\), \(BZ\) and \(B^2Q\) remain, so Hermitian \(Z\) and \(Q\) suffice.

```lean
omit [Fintype n] in
/-- Without a nuclear moment, the Hamiltonian is Hermitian when its field terms are. -/
theorem fieldHamiltonian_isHermitian (ε : n → ℝ) {Z Q : Matrix n n ℂ}
    (L D R : Matrix n n ℂ) (hZ : Z.IsHermitian) (hQ : Q.IsHermitian) (B : ℝ) :
    (fieldHamiltonian ε Z L D Q R B 0).IsHermitian := by
  have hd : (diagonal (fun k => (ε k : ℂ)))ᴴ = diagonal (fun k => (ε k : ℂ)) := by
    rw [Matrix.diagonal_conjTranspose]
    congr 1
    funext k
    exact Complex.conj_ofReal _
  have hB : star (B : ℂ) = B := Complex.conj_ofReal B
  have h0 : fieldHamiltonian ε Z L D Q R B 0 =
      diagonal (fun k => (ε k : ℂ)) + (B : ℂ) • Z + (B : ℂ) ^ 2 • Q := by
    simp [fieldHamiltonian]
  rw [h0]
  simp only [Matrix.IsHermitian, Matrix.conjTranspose_add, Matrix.conjTranspose_smul,
    star_pow, hd, hZ.eq, hQ.eq, hB]
```

Let \(v(0)=e_g\), the basis vector of state \(g\). For \(k\ne g\), component \(k\) of the differentiated eigenvalue equation at \(B=0\) reads
\[Z_{kg}+\varepsilon_kv'_k=\varepsilon_gv'_k,\qquad v'_k=-\frac{Z_{kg}}{\varepsilon_k-\varepsilon_g}.\]
This requires \(\varepsilon_k\ne\varepsilon_g\).

```lean
/-- First-order response of the state `g` to the field: the component on another state is
the field coupling divided by the energy difference, with a minus sign. -/
theorem first_order_response {ε : n → ℝ} {Z L D Q R : Matrix n n ℂ} {g k : n}
    {v : ℝ → n → ℂ} {v' : n → ℂ} {E : ℝ → ℝ}
    (hZ : Z.IsHermitian) (hQ : Q.IsHermitian) (hk : k ≠ g) (hε : ε k ≠ ε g)
    (h0 : v 0 = Pi.single g 1) (hv : ∀ i, HasDerivAt (fun B => v B i) (v' i) 0)
    (hnorm : ∀ᶠ B in 𝓝 (0 : ℝ), star (v B) ⬝ᵥ v B = 1)
    (heig : ∀ᶠ B in 𝓝 (0 : ℝ),
      fieldHamiltonian ε Z L D Q R B 0 *ᵥ v B = (E B : ℂ) • v B) :
    v' k = -Z k g / ((ε k : ℂ) - ε g) := by
  have hB : ∀ i j, HasDerivAt (fun B => fieldHamiltonian ε Z L D Q R B 0 i j) (Z i j) 0 := by
    intro i j
    refine (hasDerivAt_quadratic (diagonal (fun k => (ε k : ℂ)) i j) (Z i j) (Q i j)
      0).congr_of_eventuallyEq (Eventually.of_forall fun s => ?_)
    simp only [fieldHamiltonian, Matrix.add_apply, Matrix.smul_apply, smul_eq_mul,
      Complex.ofReal_zero]
    ring
  have hH0 : fieldHamiltonian ε Z L D Q R 0 0 = diagonal (fun k => (ε k : ℂ)) := by
    simp [fieldHamiltonian]
  have hE := hellmann_feynman (H := fun B => fieldHamiltonian ε Z L D Q R B 0)
    (fieldHamiltonian_isHermitian ε L D R hZ hQ 0) hB hv hnorm heig
  have hE0 : (ε g : ℂ) = E 0 := by
    have h := congrFun heig.self_of_nhds g
    rw [hH0, h0, Matrix.mulVec_diagonal] at h
    simpa using h
  -- differentiate the eigenvalue equation in component `k`
  have he : (fun B => (fieldHamiltonian ε Z L D Q R B 0 *ᵥ v B) k) =ᶠ[𝓝 0]
      fun B => (E B : ℂ) * v B k := by
    filter_upwards [heig] with B h
    exact congrFun h k
  have hu := (hasDerivAt_mulVec hB hv k).unique
    ((hE.fun_mul (hv k)).congr_of_eventuallyEq he)
  have hZk : (Z *ᵥ (Pi.single g 1 : n → ℂ)) k = Z k g := by simp
  have hs : (Pi.single g 1 : n → ℂ) k = 0 := Pi.single_eq_of_ne hk 1
  rw [hH0, Matrix.mulVec_diagonal, h0, hZk, hs, ← hE0] at hu
  have hne : (ε k : ℂ) - ε g ≠ 0 := sub_ne_zero.2 (by exact_mod_cast hε)
  rw [eq_div_iff hne]
  linear_combination hu
```

## The shielding

For each small \(B\), the energy theorem in \(m\) gives \(\partial_mE=\langle v,(L+BD)v\rangle\) at \(m=0\). Differentiating in \(B\) at zero,
\[\sigma=D_{gg}+\sum_k\left(v_k'^*L_{kg}+L_{gk}v'_k\right).\]
The term \(k=g\) vanishes by normalisation. For the others, \(Z_{kg}^*=Z_{gk}\) gives
\[\sigma=D_{gg}-\sum_{k\ne g}\frac{Z_{gk}L_{kg}+L_{gk}Z_{kg}}{\varepsilon_k-\varepsilon_g}.\]
In the proof, `hsum` handles the sum over \(k\ne g\) and `hg` the term \(k=g\). The theorem assumes a normalised eigenvector branch with the stated differentiability; it does not construct one.

```lean
/-- Ramsey's shielding formula: the mixed energy derivative in field and nuclear moment is
a diamagnetic expectation value minus a paramagnetic sum over the other states. -/
theorem ramsey_shielding {ε : n → ℝ} {Z L D Q R : Matrix n n ℂ} {g : n}
    {v : ℝ → ℝ → n → ℂ} {v' : n → ℂ} {E : ℝ → ℝ → ℝ}
    (hZ : Z.IsHermitian) (hQ : Q.IsHermitian) (hε : ∀ k, k ≠ g → ε k ≠ ε g)
    (h0 : v 0 0 = Pi.single g 1) (hv : ∀ i, HasDerivAt (fun B => v B 0 i) (v' i) 0)
    (hm : ∀ᶠ B in 𝓝 (0 : ℝ), ∀ i, DifferentiableAt ℝ (fun m => v B m i) 0)
    (hnorm : ∀ᶠ B in 𝓝 (0 : ℝ), ∀ᶠ m in 𝓝 (0 : ℝ), star (v B m) ⬝ᵥ v B m = 1)
    (heig : ∀ᶠ B in 𝓝 (0 : ℝ), ∀ᶠ m in 𝓝 (0 : ℝ),
      fieldHamiltonian ε Z L D Q R B m *ᵥ v B m = (E B m : ℂ) • v B m) :
    HasDerivAt (fun B => deriv (fun m => (E B m : ℂ)) 0)
      (D g g - ∑ k ∈ Finset.univ.erase g,
        (Z g k * L k g + L g k * Z k g) / ((ε k : ℂ) - ε g)) 0 := by
  -- Hellmann–Feynman in the moment, at each small field
  have he : (fun B => deriv (fun m => (E B m : ℂ)) 0) =ᶠ[𝓝 0]
      fun B => expect (L + (B : ℂ) • D) (v B 0) := by
    filter_upwards [hm, hnorm, heig] with B h1 h2 h3
    refine (hellmann_feynman (fieldHamiltonian_isHermitian ε L D R hZ hQ B)
      (fun i j => ?_) (fun i => (h1 i).hasDerivAt) h2 h3).deriv
    refine (hasDerivAt_quadratic ((diagonal (fun k => (ε k : ℂ)) i j) + B * Z i j +
      (B : ℂ) ^ 2 * Q i j) _ (R i j) 0).congr_of_eventuallyEq
      (Eventually.of_forall fun s => ?_)
    simp only [fieldHamiltonian, Matrix.add_apply, Matrix.smul_apply, smul_eq_mul,
      Complex.ofReal_zero]
    ring
  have hL : ∀ i j, HasDerivAt (fun B : ℝ => (L + (B : ℂ) • D) i j) (D i j) 0 := by
    intro i j
    refine (hasDerivAt_quadratic (L i j) (D i j) 0 0).congr_of_eventuallyEq
      (Eventually.of_forall fun s => ?_)
    simp only [Matrix.add_apply, Matrix.smul_apply, smul_eq_mul, Complex.ofReal_zero]
    ring
  have hn := hnorm.mono fun B h => h.self_of_nhds
  have hg := norm_response hv hn
  have hr : ∀ k, k ≠ g → v' k = -Z k g / ((ε k : ℂ) - ε g) := fun k hk =>
    first_order_response (L := L) (D := D) (R := R) (v := fun B => v B 0)
      (E := fun B => E B 0) hZ hQ hk (hε k hk) h0 hv hn
      (heig.mono fun B h => h.self_of_nhds)
  refine ((hasDerivAt_expect hL hv).congr_of_eventuallyEq he).congr_deriv ?_
  have hstar : star (Pi.single g 1 : n → ℂ) = Pi.single g 1 := by
    funext k
    by_cases hk : k = g
    · subst hk
      simp
    · simp [Pi.single_eq_of_ne hk]
  rw [h0, hstar, dotProduct_single_one, single_one_dotProduct, Pi.star_apply] at hg
  have hcol (M : Matrix n n ℂ) (k : n) : (M *ᵥ (Pi.single g 1 : n → ℂ)) k = M k g := by simp
  rw [h0, expect, hstar, single_one_dotProduct, single_one_dotProduct, hcol,
    Complex.ofReal_zero, zero_smul, add_zero]
  simp only [dotProduct, Matrix.mulVec, Pi.star_apply]
  have hcol' (k : n) : ∑ j, L k j * (Pi.single g 1 : n → ℂ) j = L k g := hcol L k
  simp only [hcol']
  -- separate the component along the unperturbed state
  rw [← Finset.add_sum_erase Finset.univ (fun k => star (v' k) * L k g) (Finset.mem_univ g),
    ← Finset.add_sum_erase Finset.univ (fun k => L g k * v' k) (Finset.mem_univ g)]
  have hsum : ∑ k ∈ Finset.univ.erase g, star (v' k) * L k g +
      ∑ k ∈ Finset.univ.erase g, L g k * v' k =
      -∑ k ∈ Finset.univ.erase g,
        (Z g k * L k g + L g k * Z k g) / ((ε k : ℂ) - ε g) := by
    rw [← Finset.sum_add_distrib, ← Finset.sum_neg_distrib]
    refine Finset.sum_congr rfl fun k hk => ?_
    have hs : star (v' k) = -Z g k / ((ε k : ℂ) - ε g) := by
      rw [hr k (Finset.ne_of_mem_erase hk), ← hZ.apply g k]
      simp
    rw [hs, hr k (Finset.ne_of_mem_erase hk)]
    ring
  linear_combination hsum + L g g * hg

end

end RamseyShielding
```

With a single basis state the sum is empty and \(\sigma=D_{gg}\), the diamagnetic term. For full configuration interaction in a fixed, finite orthonormal basis, the formula is the sum-over-states expression for one shielding component; a continuum of excited states is not covered.

```lean
#print axioms RamseyShielding.energy_deriv_eq_current
#print axioms RamseyShielding.ramsey_shielding
```

```
'RamseyShielding.energy_deriv_eq_current' depends on axioms: [propext, Classical.choice, Quot.sound]
'RamseyShielding.ramsey_shielding' depends on axioms: [propext, Classical.choice, Quot.sound]
```
